# Dirac conjugation reverses a string of slashed real four-vectors and turns a γ⁵ on its left into −γ⁵ on its right

One way to square a tree-level amplitude with a single open fermion line and sum over spins is to write its complex conjugate as a second spinor product with the two spinors exchanged. The spin sums then join the two matrix strings into a trace. This step requires knowing what conjugation does to the matrices between the spinors.

Let γ⁰, γ¹, γ², γ³ be 4×4 Dirac matrices, and let η₀ = 1 and η₁ = η₂ = η₃ = −1 be the diagonal entries of the metric. The matrices satisfy

γ^μ γ^ν + γ^ν γ^μ = 2η_μ 1 if μ = ν, and 0 otherwise,

(γ^μ)† = η_μ γ^μ.

For a four-vector a with components a^μ, write a̸ = Σ_μ η_μ a^μ γ^μ. Let γ⁵ = iγ⁰γ¹γ²γ³, and call adj(M) = γ⁰M†γ⁰ the Dirac adjoint of M. For real four-vectors a₁, …, aₙ the claim is

adj(a̸₁ ⋯ a̸ₙ) = a̸ₙ ⋯ a̸₁,

adj(γ⁵ a̸₁ ⋯ a̸ₙ) = −a̸ₙ ⋯ a̸₁ γ⁵.

## Reversing the string and conjugating γ⁵

The Clifford relation with μ = ν = 0 gives γ⁰γ⁰ = 1. Inserting this between two factors shows that the Dirac adjoint reverses products:

adj(MN) = γ⁰N†M†γ⁰ = (γ⁰N†γ⁰)(γ⁰M†γ⁰) = adj(N) adj(M).

Each Dirac matrix is its own adjoint. For γ⁰ this is γ⁰γ⁰γ⁰ = γ⁰. For k = 1, 2, 3,

adj(γ^k) = −γ⁰γ^kγ⁰ = γ^kγ⁰γ⁰ = γ^k.

The adjoint conjugates scalar coefficients, so adj(a̸) is the slash of the conjugate vector a*, which is a̸ itself when a is real. The empty string is the unit matrix, with adj(1) = γ⁰γ⁰ = 1. If the rule holds for a̸₂ ⋯ a̸ₙ, then

adj(a̸₁ a̸₂ ⋯ a̸ₙ) = adj(a̸₂ ⋯ a̸ₙ) adj(a̸₁) = a̸ₙ ⋯ a̸₂ a̸₁,

and induction gives every length.

For γ⁵, conjugating i gives −i and the product is reversed:

adj(γ⁵) = −iγ³γ²γ¹γ⁰.

Restoring the order takes three exchanges to bring γ⁰ to the front, two to bring γ¹ next to it, and one to exchange γ³ and γ². The six signs multiply to +1, so adj(γ⁵) = −γ⁵. Product reversal then gives the second claim.

For spinors w and u, define A(w, M, u) = w†γ⁰Mu. Since γ⁰ is Hermitian,

A(w, M, u)* = u†M†γ⁰w = u†γ⁰(γ⁰M†γ⁰)w = A(u, adj(M), w).

With M = γ⁵a̸₁ ⋯ a̸ₙ this becomes

A(w, γ⁵a̸₁ ⋯ a̸ₙ, u)* = −A(u, a̸ₙ ⋯ a̸₁γ⁵, w).

## The empty string and a string of two

With no vectors at all, the rule reads A(w, γ⁵, u)* = −A(u, γ⁵, w). For w = u, the pseudoscalar bilinear u†γ⁰γ⁵u is therefore purely imaginary or zero.

For a numerical case, take the Dirac representation, where γ⁰ = diag(1, 1, −1, −1), with a = (2, 0, 0, 1) and b = (1, 0, 0, 0). Then a̸ = 2γ⁰ − γ³, b̸ = γ⁰, and a̸b̸ = 2 + γ⁰γ³ has the rows

(2, 0, 1, 0), (0, 2, 0, −1), (1, 0, 2, 0), (0, −1, 0, 2).

This matrix is Hermitian. Multiplying by γ⁰ on both sides flips the entries that connect the upper and lower pairs of components:

(2, 0, −1, 0), (0, 2, 0, 1), (−1, 0, 2, 0), (0, 1, 0, 2).

These are the rows of 2 − γ⁰γ³ = b̸a̸. In this representation γ⁵ on the left exchanges the upper and lower pairs of rows, so γ⁵a̸b̸ has the rows

(1, 0, 2, 0), (0, −1, 0, 2), (2, 0, 1, 0), (0, 2, 0, −1).

Its Dirac adjoint has the rows

(1, 0, −2, 0), (0, −1, 0, −2), (−2, 0, 1, 0), (0, −2, 0, −1),

which is −b̸a̸γ⁵.

## Dirac matrices, slashes and amplitudes in Lean

The development works with complex 4×4 matrices and the signature (+,−,−,−).

```lean
import Mathlib

open Matrix

namespace DiracStringReversal

noncomputable section

/-- Complex 4×4 matrices acting on Dirac spinors. -/
abbrev SpinMatrix := Matrix (Fin 4) (Fin 4) ℂ

/-- Diagonal entries of the Minkowski metric with signature (+,-,-,-). -/
def metric (μ : Fin 4) : ℂ := if μ = 0 then 1 else -1
```

The index type `Fin 4` runs over 0, 1, 2, 3, and `metric μ` is η_μ. The assumptions on the matrices are collected in one structure.

```lean
/-- Dirac matrices: they obey the Clifford relations, the time-like one is Hermitian and the
space-like ones are anti-Hermitian. -/
structure IsDiracRep (γ : Fin 4 → SpinMatrix) : Prop where
  clifford : ∀ μ ν, γ μ * γ ν + γ ν * γ μ = if μ = ν then (2 * metric μ) • 1 else 0
  hermiticity : ∀ μ, (γ μ)ᴴ = metric μ • γ μ
```

The field `clifford` contains the anticommutation relations. The field `hermiticity` selects bases in which the free Dirac Hamiltonian, built from γ⁰ and γ⁰γ^k, is a Hermitian matrix. A unitary change of spinor basis preserves this condition; a general similarity transformation need not.

```lean
/-- The Dirac adjoint `γ⁰ M† γ⁰` of a spin matrix. -/
def diracAdj (γ : Fin 4 → SpinMatrix) (M : SpinMatrix) : SpinMatrix := γ 0 * Mᴴ * γ 0

/-- The slashed four-vector: the contraction of `a` with the Dirac matrices by the metric. -/
def slash (γ : Fin 4 → SpinMatrix) (a : Fin 4 → ℂ) : SpinMatrix :=
  ∑ μ, (metric μ * a μ) • γ μ

/-- The ordered product of the slashed four-vectors in a list. -/
def slashString (γ : Fin 4 → SpinMatrix) (l : List (Fin 4 → ℂ)) : SpinMatrix :=
  (l.map (slash γ)).prod
```

Here `diracAdj` is adj, `slash` takes the components a^μ, and `slashString` multiplies the slashed vectors in list order. Vectors are complex at this stage, which accommodates circular polarizations.

```lean
/-- The chirality matrix `γ⁵ = i γ⁰ γ¹ γ² γ³`. -/
def gamma5 (γ : Fin 4 → SpinMatrix) : SpinMatrix :=
  Complex.I • (γ 0 * (γ 1 * (γ 2 * γ 3)))

/-- A real four-vector regarded as a complex one. -/
def realVec (a : Fin 4 → ℝ) : Fin 4 → ℂ := fun μ => (a μ : ℂ)

/-- The spinor amplitude `w† γ⁰ M u`. -/
def amplitude (γ : Fin 4 → SpinMatrix) (w : Fin 4 → ℂ) (M : SpinMatrix) (u : Fin 4 → ℂ) : ℂ :=
  star w ⬝ᵥ ((γ 0 * M) *ᵥ u)
```

`realVec` marks the vectors whose components are real. In `amplitude`, w and u are arbitrary four-component spinors: neither the Dirac equation nor a normalisation is imposed. Coupling constants and propagator denominators are not part of this definition.

## The Dirac representation satisfies the relations

The usual matrices have integer entries once a factor i is taken out of γ².

```lean
/-- The integer entries of the Dirac representation, with a factor `i` split off from `γ²`. -/
def diracEntries : Fin 4 → Matrix (Fin 4) (Fin 4) ℤ :=
  ![!![1, 0, 0, 0; 0, 1, 0, 0; 0, 0, -1, 0; 0, 0, 0, -1],
    !![0, 0, 0, 1; 0, 0, 1, 0; 0, -1, 0, 0; -1, 0, 0, 0],
    !![0, 0, 0, -1; 0, 0, 1, 0; 0, 1, 0, 0; -1, 0, 0, 0],
    !![0, 0, 1, 0; 0, 0, 0, -1; -1, 0, 0, 0; 0, 1, 0, 0]]

/-- The phase of each Dirac matrix: `i` for `γ²` and one for the others. -/
def diracPhase (μ : Fin 4) : ℂ := if μ = 2 then Complex.I else 1

/-- The Dirac matrices in the Dirac representation. -/
def diracGamma (μ : Fin 4) : SpinMatrix :=
  Matrix.of fun i j => diracPhase μ * (diracEntries μ i j : ℂ)

/-- The Dirac representation satisfies the Clifford and Hermiticity relations. -/
theorem isDiracRep_witness : IsDiracRep diracGamma where
  clifford := by
    -- the relations between the integer matrices are a finite check
    have hint : ∀ μ ν i j : Fin 4,
        (diracEntries μ * diracEntries ν + diracEntries ν * diracEntries μ) i j =
          if μ = ν then (if i = j then (if μ = 0 ∨ μ = 2 then 2 else -2) else 0) else 0 := by
      intro μ ν i j
      fin_cases μ <;> fin_cases ν <;> fin_cases i <;> fin_cases j <;>
        decide +kernel
    intro μ ν
    ext i j
    have e : (diracGamma μ * diracGamma ν + diracGamma ν * diracGamma μ) i j =
        diracPhase μ * diracPhase ν *
          (((diracEntries μ * diracEntries ν + diracEntries ν * diracEntries μ) i j : ℤ) : ℂ) := by
      simp only [diracGamma, Matrix.add_apply, Matrix.mul_apply, Matrix.of_apply,
        Fin.sum_univ_four]
      push_cast
      ring
    have hp : diracPhase μ * diracPhase μ * ((if μ = 0 ∨ μ = 2 then 2 else -2 : ℤ) : ℂ)
        = 2 * metric μ := by
      fin_cases μ <;> simp [diracPhase, metric]
    rw [e, hint]
    by_cases hμ : μ = ν
    · subst hμ
      by_cases hij : i = j
      · subst hij
        simp only [↓reduceIte]
        rw [hp]
        simp
      · simp [hij]
    · simp [hμ]
  hermiticity := by
    have hint : ∀ μ i j : Fin 4, diracEntries μ j i =
        (if μ = 0 ∨ μ = 2 then 1 else -1) * diracEntries μ i j := by
      decide +kernel
    intro μ
    ext i j
    have hs : star (diracPhase μ) * ((if μ = 0 ∨ μ = 2 then 1 else -1 : ℤ) : ℂ)
        = metric μ * diracPhase μ := by
      fin_cases μ <;> simp [diracPhase, metric]
    change star (diracPhase μ * (diracEntries μ j i : ℂ))
      = metric μ * (diracPhase μ * (diracEntries μ i j : ℂ))
    rw [star_mul', star_intCast, hint μ i j, Int.cast_mul, ← mul_assoc, hs, mul_assoc]
```

Both fields are reduced to statements about integer matrices, which `decide +kernel` settles entry by entry. The integer part of γ² squares to +1 and is symmetric, so 2 is grouped with 0 in the integer conditions. The phase i then restores the space-like sign. The later theorems use only `IsDiracRep`, not these particular entries.

## From single matrices to strings

The first lemma writes γ⁰γ⁰ as half the anticommutator of γ⁰ with itself. The second extracts a sign from the Clifford relation for unequal indices.

```lean
variable {γ : Fin 4 → SpinMatrix}

/-- The time-like Dirac matrix squares to one. -/
theorem IsDiracRep.gamma0_sq (h : IsDiracRep γ) : γ 0 * γ 0 = 1 := by
  have e : γ 0 * γ 0 = (1 / 2 : ℂ) • (γ 0 * γ 0 + γ 0 * γ 0) := by module
  rw [e, h.clifford, if_pos rfl, smul_smul]
  norm_num [metric]

/-- Two different Dirac matrices anticommute. -/
theorem IsDiracRep.anticomm (h : IsDiracRep γ) {μ ν : Fin 4} (hne : μ ≠ ν) :
    γ μ * γ ν = -(γ ν * γ μ) :=
  eq_neg_of_add_eq_zero_left (by rw [h.clifford, if_neg hne])
```

Product reversal follows the derivation by hand: the `calc` block inserts a unit matrix and replaces it by γ⁰γ⁰.

```lean
/-- The Dirac adjoint reverses the order of a product. -/
theorem IsDiracRep.diracAdj_mul (h : IsDiracRep γ) (M N : SpinMatrix) :
    diracAdj γ (M * N) = diracAdj γ N * diracAdj γ M := by
  simp only [diracAdj, Matrix.conjTranspose_mul]
  -- insert `γ⁰ γ⁰ = 1` between the two factors
  calc γ 0 * (Nᴴ * Mᴴ) * γ 0 = γ 0 * Nᴴ * 1 * Mᴴ * γ 0 := by noncomm_ring
    _ = γ 0 * Nᴴ * (γ 0 * γ 0) * Mᴴ * γ 0 := by rw [h.gamma0_sq]
    _ = γ 0 * Nᴴ * γ 0 * (γ 0 * Mᴴ * γ 0) := by noncomm_ring
```

The self-adjointness of γ^μ is split into the time-like and space-like cases.

```lean
/-- Every Dirac matrix equals its own Dirac adjoint. -/
theorem IsDiracRep.diracAdj_gamma (h : IsDiracRep γ) (μ : Fin 4) :
    diracAdj γ (γ μ) = γ μ := by
  by_cases hμ : μ = 0
  · subst hμ
    rw [diracAdj, h.hermiticity]
    simp [metric, h.gamma0_sq]
  · have e : diracAdj γ (γ μ) = -(γ 0 * γ μ) * γ 0 := by
      rw [diracAdj, h.hermiticity]
      simp [metric, hμ]
    rw [e, h.anticomm (Ne.symm hμ), neg_neg, mul_assoc, h.gamma0_sq, mul_one]
```

For a slashed vector, the adjoint is taken through the sum. The metric entries are real, so only the components are conjugated.

```lean
/-- The Dirac adjoint of a slashed complex four-vector is the slashed conjugate vector. -/
theorem IsDiracRep.diracAdj_slash (h : IsDiracRep γ) (a : Fin 4 → ℂ) :
    diracAdj γ (slash γ a) = slash γ (star a) := by
  unfold diracAdj slash
  rw [Matrix.conjTranspose_sum, Finset.mul_sum, Finset.sum_mul]
  refine Finset.sum_congr rfl fun μ _ => ?_
  have hg : γ 0 * (γ μ)ᴴ * γ 0 = γ μ := h.diracAdj_gamma μ
  have hs : star (metric μ * a μ) = metric μ * (star a) μ := by
    unfold metric
    split_ifs <;> simp
  rw [Matrix.conjTranspose_smul, mul_smul_comm, smul_mul_assoc, hg, hs]
```

Induction on the list then gives the reversal rule for complex vectors, with every vector conjugated. For an outgoing photon's polarization vector ε*, for instance, the conjugated string contains ε.

```lean
/-- The Dirac adjoint of a string of slashed complex four-vectors is the reversed string of the
conjugate vectors. -/
theorem IsDiracRep.diracAdj_string (h : IsDiracRep γ) (l : List (Fin 4 → ℂ)) :
    diracAdj γ (slashString γ l) = slashString γ (l.map star).reverse := by
  induction l with
  | nil => simp [slashString, diracAdj, h.gamma0_sq]
  | cons a l ih =>
    have e : slashString γ (a :: l) = slash γ a * slashString γ l := by simp [slashString]
    rw [e, h.diracAdj_mul, ih, h.diracAdj_slash]
    simp [slashString]
```

In the proof for γ⁵, `hsmul` conjugates the scalar i, and `hrev` carries out the six exchanges in the order used above.

```lean
/-- The Dirac adjoint of `γ⁵` is `-γ⁵`. -/
theorem IsDiracRep.diracAdj_gamma5 (h : IsDiracRep γ) :
    diracAdj γ (gamma5 γ) = -gamma5 γ := by
  have hsmul : ∀ (c : ℂ) (M : SpinMatrix), diracAdj γ (c • M) = star c • diracAdj γ M := by
    intro c M
    rw [diracAdj, diracAdj, Matrix.conjTranspose_smul, mul_smul_comm, smul_mul_assoc]
  -- six anticommutations reverse the product of all four matrices without a sign
  have hrev : γ 3 * γ 2 * γ 1 * γ 0 = γ 0 * (γ 1 * (γ 2 * γ 3)) := by
    calc γ 3 * γ 2 * γ 1 * γ 0 = γ 3 * γ 2 * (γ 1 * γ 0) := by noncomm_ring
      _ = -(γ 3 * (γ 2 * γ 0) * γ 1) := by
        rw [h.anticomm (μ := 1) (ν := 0) (by decide)]; noncomm_ring
      _ = γ 3 * γ 0 * γ 2 * γ 1 := by
        rw [h.anticomm (μ := 2) (ν := 0) (by decide)]; noncomm_ring
      _ = -(γ 0 * γ 3 * (γ 2 * γ 1)) := by
        rw [h.anticomm (μ := 3) (ν := 0) (by decide)]; noncomm_ring
      _ = γ 0 * (γ 3 * γ 1) * γ 2 := by
        rw [h.anticomm (μ := 2) (ν := 1) (by decide)]; noncomm_ring
      _ = -(γ 0 * γ 1 * (γ 3 * γ 2)) := by
        rw [h.anticomm (μ := 3) (ν := 1) (by decide)]; noncomm_ring
      _ = γ 0 * (γ 1 * (γ 2 * γ 3)) := by
        rw [h.anticomm (μ := 3) (ν := 2) (by decide)]; noncomm_ring
  have hI : star Complex.I = -Complex.I := Complex.conj_I
  unfold gamma5
  rw [hsmul, h.diracAdj_mul, h.diracAdj_mul, h.diracAdj_mul, h.diracAdj_gamma,
    h.diracAdj_gamma, h.diracAdj_gamma, h.diracAdj_gamma, hrev, hI, neg_smul]
```

## Real vectors and conjugated amplitudes

The main theorem takes a list `l` of real four-vectors of any length, including zero. Its two parts are the two claims, with the minus sign attached to γ⁵ in the second.

```lean
/-- For real four-vectors, `γ⁰ (a₁slash ⋯ aₙslash)† γ⁰` is the reversed string, and a `γ⁵` on the
left of the original string becomes `-γ⁵` on the right of the reversed one. -/
theorem IsDiracRep.string_reversal (h : IsDiracRep γ) (l : List (Fin 4 → ℝ)) :
    γ 0 * (slashString γ (l.map realVec))ᴴ * γ 0 = slashString γ (l.reverse.map realVec) ∧
    γ 0 * (gamma5 γ * slashString γ (l.map realVec))ᴴ * γ 0
      = slashString γ (l.reverse.map realVec) * (-gamma5 γ) := by
  -- real vectors are unchanged by complex conjugation
  have hmap : (l.map realVec).map star = l.map realVec := by
    rw [List.map_map]
    apply List.map_congr_left
    intro a _
    funext μ
    simp [realVec]
  have h1 := h.diracAdj_string (l.map realVec)
  rw [hmap, ← List.map_reverse] at h1
  have h2 := h.diracAdj_mul (gamma5 γ) (slashString γ (l.map realVec))
  rw [h1, h.diracAdj_gamma5] at h2
  exact ⟨h1, h2⟩
```

The step `hmap` shows that conjugation leaves the real vectors unchanged. The first part is then the complex string rule, and the second combines it with product reversal and the adjoint of γ⁵.

For amplitudes, the identity `e` says that γ⁰ adj(M) = (γ⁰M)†. The remaining rewrites move this adjoint across the scalar product.

```lean
/-- Complex conjugation of a spinor amplitude exchanges the two spinors and replaces the matrix
between them by its Dirac adjoint. -/
theorem IsDiracRep.star_amplitude (h : IsDiracRep γ) (w u : Fin 4 → ℂ) (M : SpinMatrix) :
    star (amplitude γ w M u) = amplitude γ u (diracAdj γ M) w := by
  have e : γ 0 * diracAdj γ M = (γ 0 * M)ᴴ := by
    rw [Matrix.conjTranspose_mul, h.hermiticity, diracAdj, ← mul_assoc, ← mul_assoc,
      h.gamma0_sq, one_mul]
    simp [metric]
  unfold amplitude
  rw [e, ← Matrix.star_dotProduct, Matrix.star_mulVec, ← Matrix.dotProduct_mulVec]
```

Substituting the second part of `string_reversal` and pulling out the sign gives the rule for an amplitude with γ⁵.

```lean
/-- The conjugate of an amplitude with `γ⁵` followed by a string of real slashed vectors is minus
the amplitude with exchanged spinors, the reversed string and `γ⁵` on its right. -/
theorem IsDiracRep.star_amplitude_gamma5 (h : IsDiracRep γ) (w u : Fin 4 → ℂ)
    (l : List (Fin 4 → ℝ)) :
    star (amplitude γ w (gamma5 γ * slashString γ (l.map realVec)) u)
      = -amplitude γ u (slashString γ (l.reverse.map realVec) * gamma5 γ) w := by
  rw [h.star_amplitude, diracAdj, (h.string_reversal l).2]
  simp only [amplitude, mul_neg, Matrix.neg_mulVec, dotProduct_neg]

end

end DiracStringReversal
```

```lean
#print axioms DiracStringReversal.IsDiracRep.string_reversal
#print axioms DiracStringReversal.IsDiracRep.star_amplitude_gamma5
```

```
'DiracStringReversal.IsDiracRep.string_reversal' depends on axioms: [propext, Classical.choice, Quot.sound]
'DiracStringReversal.IsDiracRep.star_amplitude_gamma5' depends on axioms: [propext, Classical.choice, Quot.sound]
```

The rule serves spin-summed tree-level calculations with four-dimensional Dirac matrices; it is not a prescription for γ⁵ in dimensional regularisation. A vertex matrix γ^μ fits into such a string because it is the slash of a real vector with a single nonzero component η_μ. A propagator numerator p̸ + m with real p and m can be expanded into strings and conjugated term by term.
